# A path within d of the minimax energy on a surrogate surface is within 2e + d of it on the true surface, if the surfaces differ by at most e

Let `V` and `W` be continuous real-valued energies on a path-connected space, differing by at most `e` at every point; `W` serves as a surrogate for `V`. The minimax energy between two points is the infimum, over all continuous paths joining them, of the highest energy met on the way. `surrogate_path` says that if a path's highest `W`-energy is at most `d` above the minimax energy of `W`, then its highest `V`-energy is at most `2 e + d` above the minimax energy of `V`. The attempt bounds the path's maximum of `V` by its maximum of `W` plus `e`, bounds the minimax energy of `W` by that of `V` plus `e`, and adds up the inequalities.

As first written in Lean, the proof fails:

```lean
import Mathlib

open Set

namespace SurrogatePath

noncomputable section

variable {X : Type*} [TopologicalSpace X] {a b : X} {V W : X → ℝ} {e : ℝ}

/-- The highest energy met along a path, for a continuous energy `V`. -/
def pathMax (V : X → ℝ) (γ : Path a b) : ℝ := ⨆ t, V (γ t)

/-- The minimax energy between `a` and `b`: the infimum, over all continuous paths, of the
highest energy along the path. The energy is continuous and some path joins `a` to `b`. -/
def minimax (V : X → ℝ) (a b : X) : ℝ := ⨅ γ : Path a b, pathMax V γ

/-- The barrier from `a` to `b`: the minimax energy measured from the energy of the initial
state `a`. -/
def barrier (V : X → ℝ) (a b : X) : ℝ := minimax V a b - V a

/-- A continuous energy attains its maximum along every path, and `pathMax` is that maximum. -/
theorem isGreatest_pathMax (hV : Continuous V) (γ : Path a b) :
    IsGreatest (range fun t => V (γ t)) (pathMax V γ) :=
  (isCompact_range (hV.comp γ.continuous)).isGreatest_sSup (range_nonempty _)

/-- For a continuous energy, the maximum along any path is an upper bound for the minimax
energy. -/
theorem minimax_le_pathMax (hV : Continuous V) (γ : Path a b) :
    minimax V a b ≤ pathMax V γ := by
  -- every path starts at `a`, so all path maxima are at least `V a`
  refine ciInf_le ⟨V a, ?_⟩ γ
  rintro _ ⟨η, rfl⟩
  have h : V (η 0) ≤ pathMax V η := (isGreatest_pathMax hV η).2 ⟨0, rfl⟩
  rw [η.source] at h
  exact h

/-- If `V` exceeds a continuous energy `W` by at most `e` everywhere, then along any given path the
supremum of `V` exceeds the maximum of `W` by at most `e`. -/
theorem pathMax_le_add (hW : Continuous W) (h : ∀ x, V x ≤ W x + e) (γ : Path a b) :
    pathMax V γ ≤ pathMax W γ + e := by
  refine ciSup_le fun t => (h (γ t)).trans ?_
  have ht : W (γ t) ≤ pathMax W γ := (isGreatest_pathMax hW γ).2 ⟨t, rfl⟩
  linarith

/-- On a path-connected space, if a continuous energy `V` exceeds a continuous energy `W` by
at most `e` everywhere, then so does its minimax energy. -/
theorem minimax_le_add [PathConnectedSpace X] (hV : Continuous V) (hW : Continuous W)
    (h : ∀ x, V x ≤ W x + e) (a b : X) :
    minimax V a b ≤ minimax W a b + e := by
  have : Nonempty (Path a b) := PathConnectedSpace.joined a b
  have key : minimax V a b - e ≤ minimax W a b :=
    le_ciInf fun γ => sub_le_iff_le_add.2
      ((minimax_le_pathMax hV γ).trans (pathMax_le_add hW h γ))
  linarith

/-- Stability of barriers: if two continuous energies on a path-connected space differ by at
most `e` everywhere, their minimax energies differ by at most `e` and their barriers by at
most `2 e`. -/
theorem barrier_stability [PathConnectedSpace X] (hV : Continuous V) (hW : Continuous W)
    (h : ∀ x, |V x - W x| ≤ e) (a b : X) :
    |minimax V a b - minimax W a b| ≤ e ∧ |barrier V a b - barrier W a b| ≤ 2 * e := by
  -- the one-sided estimate, used in both directions
  have h1 := minimax_le_add (e := e) hV hW (fun x => by linarith [(abs_le.1 (h x)).2]) a b
  have h2 := minimax_le_add (e := e) hW hV (fun x => by linarith [(abs_le.1 (h x)).1]) a b
  obtain ⟨h3, h4⟩ := abs_le.1 (h a)
  unfold barrier
  constructor <;> rw [abs_le] <;> constructor <;> linarith

/-- Let two continuous energies on a path-connected space differ by at most `e` everywhere. If the
maximum of the surrogate energy `W` along a path exceeds the minimax energy of `W` by at most `d`,
then the maximum of `V` along it exceeds the minimax energy of `V` by at most `2 e + d`. -/
theorem surrogate_path [PathConnectedSpace X] (hV : Continuous V) (hW : Continuous W)
    (h : ∀ x, |V x - W x| ≤ e) (γ : Path a b) {d : ℝ}
    (hγ : pathMax W γ ≤ minimax W a b + d) :
    pathMax V γ ≤ minimax V a b + (2 * e + d) := by
  have h1 := pathMax_le_add hW (fun x => by linarith [(abs_le.1 (h x)).2]) γ
  have h2 := (abs_le.1 (barrier_stability hV hW h a b).1).1
  linarith

end

end SurrogatePath
```

The error:

```
Main.lean:77:44: error: linarith failed to find a contradiction
X : Type u_1
inst✝¹ : TopologicalSpace X
a b : X
V W : X → ℝ
e : ℝ
inst✝ : PathConnectedSpace X
hV : Continuous V
hW : Continuous W
h : ∀ (x : X), |V x - W x| ≤ e
γ : Path a b
d : ℝ
hγ : pathMax W γ ≤ minimax W a b + d
x : X
a✝ : W x + ?m.64 < ?m.62 x
⊢ False
failed
Main.lean:76:49: error: unsolved goals
X : Type u_1
inst✝¹ : TopologicalSpace X
a b : X
V W : X → ℝ
e : ℝ
inst✝ : PathConnectedSpace X
hV : Continuous V
hW : Continuous W
h : ∀ (x : X), |V x - W x| ≤ e
γ : Path a b
d : ℝ
hγ : pathMax W γ ≤ minimax W a b + d
⊢ pathMax V γ ≤ minimax V a b + (2 * e + d)
```

Cause. The first message comes from the `linarith` inside `h1`. The negated goal it reports is `W x + ?m.64 < ?m.62 x`, where `?m.64` and `?m.62` stand for the implicit arguments `e` and `V` of `pathMax_le_add`, still undetermined. The argument `hW` fixes only `W`, and `γ` only the path and its endpoints. `h1` has no stated type that could supply the other two, and the function passed for the pointwise bound leaves its inequality to be proved by `linarith`. The supplied fact `V x - W x ≤ e` is the right one, but `linarith` does not fill in the unknowns to match it, so it finds no contradiction.

The second message shows the theorem's own goal still open, with neither `h1` nor `h2` in the context. It is a consequence of the failure at `h1`, not a separate fault.

The repair names the two arguments with `(V := V) (e := e)`. The inequality to prove is then `V x ≤ W x + e`, which follows from the supplied fact by linear arithmetic. The new line break is mere tidying.

The mended proof, as a diff:

```diff
@@ -75,5 +75,6 @@
     (hγ : pathMax W γ ≤ minimax W a b + d) :
     pathMax V γ ≤ minimax V a b + (2 * e + d) := by
-  have h1 := pathMax_le_add hW (fun x => by linarith [(abs_le.1 (h x)).2]) γ
+  have h1 := pathMax_le_add (V := V) (e := e) hW
+    (fun x => by linarith [(abs_le.1 (h x)).2]) γ
   have h2 := (abs_le.1 (barrier_stability hV hW h a b).1).1
   linarith
```
